# The overlap $S = e^{-R}(1+R+R^2/3)$ of two 1s Slater orbitals with equal exponent $\zeta$, $R$ in units of $1/\zeta$

## Definitions and conventions

```lean
import Mathlib

open Filter Topology Set
open scoped Matrix

namespace SlaterOverlap

noncomputable section
```

The 1s Slater orbital with exponent $\zeta$, at distance $r$ from its centre, is $\chi(r)=\sqrt{\zeta^3/\pi}\,e^{-\zeta r}$. The prefactor is the usual normalisation, written into the definition and not derived.

```lean
/-- The 1s Slater orbital `√(ζ³/π) exp(-ζ r)` at distance `r` from its centre. -/
def slater1s (ζ r : ℝ) : ℝ := Real.sqrt (ζ ^ 3 / Real.pi) * Real.exp (-(ζ * r))
```

Two centres lie a distance $R$ apart, and a point has distances $r_a, r_b$ from them. The prolate spheroidal coordinates are $\mu=(r_a+r_b)/R$, $\nu=(r_a-r_b)/R$ and the azimuth $\varphi$ about the axis, with volume element $(R/2)^3(\mu^2-\nu^2)\,d\mu\,d\nu\,d\varphi$. The overlap $\int\chi(r_a)\chi(r_b)\,dV$ is defined directly as an iterated integral in these coordinates; the change of variables from Cartesian space is assumed. Both orbitals share one exponent.

```lean
/-- Product of two 1s orbitals on centres a distance `R` apart, at distances
`R(μ+ν)/2` and `R(μ-ν)/2`, times the prolate spheroidal volume element `(R/2)³(μ²-ν²)`. -/
def spheroidalIntegrand (ζ R μ ν : ℝ) : ℝ :=
  slater1s ζ (R * (μ + ν) / 2) * slater1s ζ (R * (μ - ν) / 2) *
    ((R / 2) ^ 3 * (μ ^ 2 - ν ^ 2))

/-- The two-centre overlap integral in prolate spheroidal coordinates
`μ > 1`, `-1 ≤ ν ≤ 1`, `0 ≤ φ ≤ 2π`. -/
def spheroidalOverlap (ζ R : ℝ) : ℝ :=
  ∫ μ in Ioi (1 : ℝ), ∫ ν in (-1 : ℝ)..1, ∫ _φ in (0 : ℝ)..(2 * Real.pi),
    spheroidalIntegrand ζ R μ ν
```

The function `overlap` is the closed form $S$. Its argument is dimensionless and stands for $\zeta R$, so `overlapMatrix R`, with indices $0,1$ for the centres, describes $\zeta=1$. In a minimal basis of two equal-exponent 1s functions, as for H$_2^+$, $S$ fixes the normalisation $1/\sqrt{2(1\pm S)}$ of the bonding and antibonding combinations.

```lean
/-- The closed form `S(R) = exp(-R)(1 + R + R²/3)` of the 1s overlap; the argument is the dimensionless product of exponent and separation. -/
def overlap (R : ℝ) : ℝ := Real.exp (-R) * (1 + R + R ^ 2 / 3)

/-- The matrix with unit diagonal and off-diagonal entries `S(R)`, modelling the overlap matrix of two normalised 1s functions of exponent `ζ = 1` at separation `R`. -/
def overlapMatrix (R : ℝ) : Matrix (Fin 2) (Fin 2) ℝ := !![1, overlap R; overlap R, 1]
```

## No hypothesis: slope, decay, sign

For real $a,b,c$ the product rule gives
$$\frac{d}{dx}\,e^{-x}(a+bx+cx^2)=e^{-x}\big[(b-a)+(2c-b)x-cx^2\big],$$
and $x^ne^{-x}\to0$ for $n=0,1,2$ gives decay as $x\to\infty$. In Lean `h1` and `h2` differentiate the two factors, and the limit is a sum of three Mathlib limits.

```lean
/-- Derivative of `exp(-x)` times a quadratic polynomial. -/
theorem hasDerivAt_exp_mul_quadratic (a b c x : ℝ) :
    HasDerivAt (fun y => Real.exp (-y) * (a + b * y + c * y ^ 2))
      (Real.exp (-x) * ((b - a) + (2 * c - b) * x - c * x ^ 2)) x := by
  have h1 : HasDerivAt (fun y => Real.exp (-y)) (Real.exp (-x) * -1) x :=
    (hasDerivAt_neg' x).exp
  have h2 : HasDerivAt (fun y : ℝ => a + b * y + c * y ^ 2) (b + c * (2 * x)) x :=
    ((((hasDerivAt_id' x).const_mul b).const_add a).fun_add
      ((hasDerivAt_pow 2 x).const_mul c)).congr_deriv (by ring)
  exact (h1.fun_mul h2).congr_deriv (by ring)

/-- `exp(-x)` times any quadratic polynomial tends to zero at infinity. -/
theorem tendsto_exp_mul_quadratic (a b c : ℝ) :
    Tendsto (fun y => Real.exp (-y) * (a + b * y + c * y ^ 2)) atTop (𝓝 0) := by
  have h := (((Real.tendsto_pow_mul_exp_neg_atTop_nhds_zero 0).const_mul a).add
    ((Real.tendsto_pow_mul_exp_neg_atTop_nhds_zero 1).const_mul b)).add
    ((Real.tendsto_pow_mul_exp_neg_atTop_nhds_zero 2).const_mul c)
  rw [mul_zero, mul_zero, mul_zero, add_zero, add_zero] at h
  exact h.congr (fun y => by ring)
```

With $(a,b,c)=(1,1,\tfrac13)$ the constant term cancels, leaving $S'(R)=-e^{-R}(R+R^2)/3$. Positivity follows from $1+R+R^2/3=(R+\tfrac32)^2/3+\tfrac14$, the square handed to `nlinarith`. Both hold for every real $R$.

```lean
/-- The slope of the overlap is `S'(R) = -exp(-R)(R + R²)/3`. -/
theorem hasDerivAt_overlap (R : ℝ) :
    HasDerivAt overlap (-(Real.exp (-R) * (R + R ^ 2) / 3)) R := by
  have h : overlap = fun y => Real.exp (-y) * (1 + 1 * y + 1 / 3 * y ^ 2) := by
    funext y
    unfold overlap
    ring
  rw [h]
  exact (hasDerivAt_exp_mul_quadratic 1 1 (1 / 3) R).congr_deriv (by ring)

/-- The overlap function is positive for every real argument. -/
theorem overlap_pos (R : ℝ) : 0 < overlap R := by
  -- complete the square: 1 + R + R²/3 = (R + 3/2)²/3 + 1/4
  have h : 0 < 1 + R + R ^ 2 / 3 := by nlinarith [sq_nonneg (R + 3 / 2)]
  exact mul_pos (Real.exp_pos _) h
```

## The domain $R\ge0$

A separation is non-negative, which Lean writes as `Ici 0`. By hand, $R>0$ makes $R+R^2>0$, so $S'<0$, and the mean value theorem gives strict decrease. Since $S'(0)=0$, the sign is available only in the interior; `strictAntiOn_of_deriv_neg` asks for exactly that, together with continuity on the closed half-line, and `hx0` feeds `positivity`. On $(-1,0)$ the slope is positive, and $S(-1)=e/3<1=S(0)$. This counter-example and the later ones are worked on paper and not checked in Lean.

```lean
/-- The overlap decreases strictly with the separation on `[0, ∞)`. -/
theorem overlap_strictAntiOn : StrictAntiOn overlap (Ici 0) := by
  refine strictAntiOn_of_deriv_neg (convex_Ici 0)
    (fun x _ => (hasDerivAt_overlap x).continuousAt.continuousWithinAt) (fun x hx => ?_)
  rw [interior_Ici] at hx
  have hx0 : 0 < x := hx
  have h : 0 < Real.exp (-x) * (x + x ^ 2) / 3 := by positivity
  rw [(hasDerivAt_overlap x).deriv]
  linarith
```

`overlap_profile` collects $S(0)=1$, the slope, strict decrease on $[0,\infty)$, positivity, and $S\to0$ at infinity. All five concern the closed form.

```lean
/-- Profile of the 1s overlap: `S(0) = 1`, slope `-exp(-R)(R + R²)/3`, strict decrease on
`[0, ∞)`, positivity, and limit zero at infinity. -/
theorem overlap_profile :
    overlap 0 = 1 ∧
    (∀ R, HasDerivAt overlap (-(Real.exp (-R) * (R + R ^ 2) / 3)) R) ∧
    StrictAntiOn overlap (Ici 0) ∧
    (∀ R, 0 < overlap R) ∧
    Tendsto overlap atTop (𝓝 0) := by
  refine ⟨by simp [overlap], hasDerivAt_overlap, overlap_strictAntiOn, overlap_pos, ?_⟩
  refine (tendsto_exp_mul_quadratic 1 1 (1 / 3)).congr (fun y => ?_)
  unfold overlap
  ring
```

## The exponent $\zeta\ge0$ in the $\varphi$ and $\nu$ integrals

A bound orbital has a positive exponent. Squaring the prefactor gives $\zeta^3/\pi$, which needs $\zeta^3\ge0$; `hs` is the only use of `hζ`. Because $r_a+r_b=R\mu$, the product of orbitals is $(\zeta^3/\pi)e^{-p\mu}$ with $p=\zeta R$ (`h1`). The $\varphi$ integral multiplies by $2\pi$ (`h2`), and $\int_{-1}^{1}(\mu^2-\nu^2)\,d\nu=2\mu^2-\tfrac23$ (`h3`), so
$$\frac{p^3}{4}e^{-p\mu}\Big(2\mu^2-\frac23\Big)=p^3e^{-p\mu}\Big(\frac{\mu^2}{2}-\frac16\Big).$$
For $\zeta<0$, `Real.sqrt` of a negative number is $0$: at $\zeta=-1$, $R=\mu=1$ the double integral over $\varphi$ and $\nu$ is therefore $0$, while the formula gives $-e/3$.

An easy slip is to lose the $\nu^2$ in the volume element. The final result then becomes $e^{-p}(1+p+p^2/2)$, which also equals $1$ at $p=0$, decreases and vanishes at infinity, so those checks miss the error.

```lean
/-- Integrating over `φ` and `ν` leaves `(ζR)³ exp(-ζRμ)(μ²/2 - 1/6)`. -/
theorem angular_integral {ζ : ℝ} (hζ : 0 ≤ ζ) (R μ : ℝ) :
    (∫ ν in (-1 : ℝ)..1, ∫ _φ in (0 : ℝ)..(2 * Real.pi), spheroidalIntegrand ζ R μ ν)
      = (ζ * R) ^ 3 * Real.exp (-(ζ * R * μ)) * (μ ^ 2 / 2 - 1 / 6) := by
  have hπ : Real.pi * Real.pi⁻¹ = 1 := mul_inv_cancel₀ Real.pi_ne_zero
  have hs : Real.sqrt (ζ ^ 3 / Real.pi) * Real.sqrt (ζ ^ 3 / Real.pi) = ζ ^ 3 / Real.pi :=
    Real.mul_self_sqrt (div_nonneg (pow_nonneg hζ 3) Real.pi_pos.le)
  -- the sum of the two distances is R μ, so the exponential does not depend on ν
  have h1 : ∀ ν, spheroidalIntegrand ζ R μ ν = ζ ^ 3 / Real.pi * Real.exp (-(ζ * R * μ)) *
      ((R / 2) ^ 3 * (μ ^ 2 - ν ^ 2)) := by
    intro ν
    have he : Real.exp (-(ζ * (R * (μ + ν) / 2))) * Real.exp (-(ζ * (R * (μ - ν) / 2)))
        = Real.exp (-(ζ * R * μ)) := by
      rw [← Real.exp_add]
      congr 1
      ring
    unfold spheroidalIntegrand slater1s
    rw [mul_mul_mul_comm (Real.sqrt (ζ ^ 3 / Real.pi)), hs, he]
  have h2 : ∀ ν, (∫ _φ in (0 : ℝ)..(2 * Real.pi), spheroidalIntegrand ζ R μ ν)
      = (ζ * R) ^ 3 / 4 * Real.exp (-(ζ * R * μ)) * μ ^ 2
        - (ζ * R) ^ 3 / 4 * Real.exp (-(ζ * R * μ)) * ν ^ 2 := by
    intro ν
    rw [intervalIntegral.integral_const, smul_eq_mul, h1 ν]
    linear_combination
      (2 * ζ ^ 3 * Real.exp (-(ζ * R * μ)) * (R / 2) ^ 3 * (μ ^ 2 - ν ^ 2)) * hπ
  have h3 : ∀ A B : ℝ, ∫ ν in (-1 : ℝ)..1, (A - B * ν ^ 2) = 2 * A - 2 / 3 * B := by
    intro A B
    have hd : ∀ x ∈ uIcc (-1 : ℝ) 1,
        HasDerivAt (fun y : ℝ => A * y - B / 3 * y ^ 3) (A - B * x ^ 2) x := fun x _ =>
      (((hasDerivAt_id' x).const_mul A).fun_sub
        ((hasDerivAt_pow 3 x).const_mul (B / 3))).congr_deriv
        (by ring)
    have hc : Continuous fun x : ℝ => A - B * x ^ 2 := by fun_prop
    refine (intervalIntegral.integral_eq_sub_of_hasDerivAt hd
      (hc.intervalIntegrable _ _)).trans ?_
    ring
  simp only [h2]
  rw [h3]
  ring
```

## $\zeta>0$ and $R>0$ in the $\mu$ integral

These say that the orbital decays and the centres are distinct. The function
$$F(\mu)=e^{-p\mu}\Big(\frac{p^2}{6}-1-p\mu-\frac{(p\mu)^2}{2}\Big)$$
has $F'(\mu)=p^3e^{-p\mu}(\mu^2/2-1/6)$, by the quadratic formula with $(a,b,c)=(p^2/6-1,-1,-\tfrac12)$ at $x=p\mu$ and the chain rule (`hd`). For $p>0$, $F\to0$ at infinity, and the integral over $\mu>1$ is $-F(1)=e^{-p}(1+p+p^2/3)=S(\zeta R)$.

In the proof `hp` enters twice: in `hlim`, where $p\mu\to\infty$, and in `hnn`, where the integrand is non-negative. The second use serves `MeasureTheory.integral_Ioi_of_hasDerivAt_of_nonneg'`, a lemma worth reusing: an antiderivative, a non-negative integrand and a finite limit evaluate an improper integral with no separate integrability proof.

At $R=0$ the volume element vanishes, and at $\zeta=0$ the orbital does. The integral is then $0$ while $S(0)=1$, so `overlap 0 = 1` is not a statement about `spheroidalOverlap ζ 0`.

```lean
/-- For positive exponent and separation the spheroidal overlap integral of two 1s Slater
orbitals equals `S(ζR)`. -/
theorem spheroidalOverlap_eq {ζ R : ℝ} (hζ : 0 < ζ) (hR : 0 < R) :
    spheroidalOverlap ζ R = overlap (ζ * R) := by
  have hp : 0 < ζ * R := mul_pos hζ hR
  -- explicit antiderivative in μ
  have hd : ∀ μ ∈ Ici (1 : ℝ), HasDerivAt
      (fun y => Real.exp (-(ζ * R * y)) *
        (((ζ * R) ^ 2 / 6 - 1) + -1 * (ζ * R * y) + -1 / 2 * (ζ * R * y) ^ 2))
      ((ζ * R) ^ 3 * Real.exp (-(ζ * R * μ)) * (μ ^ 2 / 2 - 1 / 6)) μ := by
    intro μ _
    have hin : HasDerivAt (fun y : ℝ => ζ * R * y) (ζ * R * 1) μ :=
      (hasDerivAt_id' μ).const_mul (ζ * R)
    have h := HasDerivAt.comp (h := fun y : ℝ => ζ * R * y) μ
      (hasDerivAt_exp_mul_quadratic ((ζ * R) ^ 2 / 6 - 1) (-1) (-1 / 2) (ζ * R * μ)) hin
    exact h.congr_deriv (by ring)
  have hnn : ∀ μ ∈ Ioi (1 : ℝ),
      0 ≤ (ζ * R) ^ 3 * Real.exp (-(ζ * R * μ)) * (μ ^ 2 / 2 - 1 / 6) := by
    intro μ hμ
    have h1 : 1 < μ := hμ
    have h2 : 0 ≤ μ ^ 2 / 2 - 1 / 6 := by nlinarith
    exact mul_nonneg (mul_nonneg (pow_nonneg hp.le 3) (Real.exp_pos _).le) h2
  -- the antiderivative vanishes at infinity
  have hlim : Tendsto (fun y => Real.exp (-(ζ * R * y)) *
      (((ζ * R) ^ 2 / 6 - 1) + -1 * (ζ * R * y) + -1 / 2 * (ζ * R * y) ^ 2)) atTop (𝓝 0) :=
    (tendsto_exp_mul_quadratic ((ζ * R) ^ 2 / 6 - 1) (-1) (-1 / 2)).comp
      (Tendsto.const_mul_atTop hp tendsto_id)
  have key := MeasureTheory.integral_Ioi_of_hasDerivAt_of_nonneg' hd hnn hlim
  unfold spheroidalOverlap
  simp only [angular_integral hζ.le]
  refine key.trans ?_
  simp only [overlap, mul_one]
  ring
```

## The range $0<s\le1$

An overlap value $s$ in this range belongs to exactly one $R\ge0$. Since $s>0$ and $S\to0$, some $T\ge0$ has $S(T)<s$ (from `hs0`). Since $s\le1=S(0)$ (from `hs1`), the intermediate value theorem on $[0,T]$ gives a root, and strict decrease makes it unique (`hanti.injOn`). The value $s=0$ is never reached because $S>0$, and $s=2$ is never reached for $R\ge0$. Without `0 ≤ R` uniqueness fails: $s=e/3$ occurs at $R=-1$ and at a positive $R$.

```lean
/-- Every value in `(0, 1]` is the overlap at exactly one separation `R ≥ 0`. -/
theorem existsUnique_separation {s : ℝ} (hs0 : 0 < s) (hs1 : s ≤ 1) :
    ∃! R, 0 ≤ R ∧ overlap R = s := by
  obtain ⟨h0, hd, hanti, -, hlim⟩ := overlap_profile
  obtain ⟨T, hT, hT0⟩ :=
    ((hlim.eventually (gt_mem_nhds hs0)).and (eventually_ge_atTop 0)).exists
  have hc : ContinuousOn overlap (Icc 0 T) :=
    fun x _ => (hd x).continuousAt.continuousWithinAt
  have hmem : s ∈ Icc (overlap T) (overlap 0) := ⟨hT.le, by rw [h0]; exact hs1⟩
  obtain ⟨R, hR, hRs⟩ := intermediate_value_Icc' hT0 hc hmem
  refine ⟨R, ⟨hR.1, hRs⟩, fun y hy => ?_⟩
  exact hanti.injOn (mem_Ici.2 hy.1) (mem_Ici.2 hR.1) (hy.2.trans hRs.symm)
```

## $R>0$ and $c\ne0$ for the overlap matrix

The real vector $c=(c_0,c_1)$ holds the coefficients of the two orbitals, and the quadratic form represents the squared norm of their combination. Expanding,
$$c_0^2+c_1^2+2Sc_0c_1=(1-S)(c_0^2+c_1^2)+S(c_0+c_1)^2,$$
which is `hq`. Distinct centres give $S<S(0)=1$ (`h1`, from `hR`), a nonzero vector gives $c_0^2+c_1^2>0$ (`hn`, from `hc`), and $S>0$ makes the last term non-negative. At $R=0$ all four entries equal $1$ and $c=(1,-1)/\sqrt2$ gives $0$: the two functions coincide. For $c=0$ the form is $0$ at any $R$.

```lean
/-- At positive separation the quadratic form of the overlap matrix is positive on every
nonzero coefficient vector. -/
theorem overlapMatrix_form_pos {R : ℝ} (hR : 0 < R) (c : Fin 2 → ℝ) (hc : c ≠ 0) :
    0 < c ⬝ᵥ overlapMatrix R *ᵥ c := by
  have h1 : overlap R < 1 := by
    have h := overlap_strictAntiOn (mem_Ici.2 le_rfl) (mem_Ici.2 hR.le) hR
    rwa [overlap_profile.1] at h
  have hq : c ⬝ᵥ overlapMatrix R *ᵥ c
      = (1 - overlap R) * (c 0 ^ 2 + c 1 ^ 2) + overlap R * (c 0 + c 1) ^ 2 := by
    simp [overlapMatrix, dotProduct, Matrix.mulVec, Fin.sum_univ_two]
    ring
  have hn : 0 < c 0 ^ 2 + c 1 ^ 2 := by
    by_contra hle
    have hle' := not_lt.1 hle
    have ha : c 0 = 0 := by nlinarith [sq_nonneg (c 0), sq_nonneg (c 1)]
    have hb : c 1 = 0 := by nlinarith [sq_nonneg (c 0), sq_nonneg (c 1)]
    apply hc
    funext i
    fin_cases i
    · exact ha
    · exact hb
  rw [hq]
  exact add_pos_of_pos_of_nonneg (mul_pos (sub_pos.2 h1) hn)
    (mul_nonneg (overlap_pos R).le (sq_nonneg _))

end

end SlaterOverlap
```

```lean
#print axioms SlaterOverlap.spheroidalOverlap_eq
-- 'SlaterOverlap.spheroidalOverlap_eq' depends on axioms: [propext, Classical.choice, Quot.sound]
#print axioms SlaterOverlap.existsUnique_separation
-- 'SlaterOverlap.existsUnique_separation' depends on axioms: [propext, Classical.choice, Quot.sound]
#print axioms SlaterOverlap.overlapMatrix_form_pos
-- 'SlaterOverlap.overlapMatrix_form_pos' depends on axioms: [propext, Classical.choice, Quot.sound]
```
